# Axial moments of a pair's augmentation density factor into a radial and an angular moment

The augmentation density of a pair of channels is here the all-electron product `u₁ u₂` minus the pseudo product `w₁ w₂` of reduced radial functions, times two polynomials `p` and `q` in x, the cosine of the polar angle. The theorem `axialMoment_factor` says that its moment of order k along the axis, with z = r x and the radial integral running from 0 to R, is the integral of r^k (u₁u₂ − w₁w₂) over r times the integral of x^k p q over x from −1 to 1. The constant azimuthal factor is left out, and the radial functions are arbitrary real functions, with no normalisation or regularity assumed. The proof moves the angular integral on the right under the radial one, then the radial factor under the angular one, and compares the integrands by algebra.

As first written in Lean, the proof fails:

```lean
import Mathlib

open Polynomial

namespace AxialMomentFactor

noncomputable section

/-- The overlap of two polynomials on [-1,1], where the variable is the cosine of the polar
angle. -/
def overlap (p q : ℝ[X]) : ℝ := ∫ x in (-1 : ℝ)..1, p.eval x * q.eval x

/-- The augmentation density of a pair of channels: the all-electron product `u₁ u₂` minus the
pseudo product `w₁ w₂` of reduced radial functions, times the angular factors `p` and `q`. With
reduced functions, this is `r²` times the density per unit volume. -/
def augmentationDensity (u₁ u₂ w₁ w₂ : ℝ → ℝ) (p q : ℝ[X]) (r x : ℝ) : ℝ :=
  (u₁ r * u₂ r - w₁ r * w₂ r) * (p.eval x * q.eval x)

/-- The moment of order `k` along the axis, with `z = r x`, inside radius `R`, of a density `Q` that
already includes the factor `r²` of the volume element; the constant azimuthal factor is left out.
-/
def axialMoment (k : ℕ) (R : ℝ) (Q : ℝ → ℝ → ℝ) : ℝ :=
  ∫ r in (0 : ℝ)..R, ∫ x in (-1 : ℝ)..1, (r * x) ^ k * Q r x

/-- An axial moment of an augmentation density is a radial moment times an angular moment. -/
theorem axialMoment_factor (k : ℕ) (R : ℝ) (u₁ u₂ w₁ w₂ : ℝ → ℝ) (p q : ℝ[X]) :
    axialMoment k R (augmentationDensity u₁ u₂ w₁ w₂ p q) =
      (∫ r in (0 : ℝ)..R, r ^ k * (u₁ r * u₂ r - w₁ r * w₂ r)) * overlap (X ^ k * p) q := by
  unfold axialMoment augmentationDensity overlap
  rw [← intervalIntegral.integral_mul_const]
  refine intervalIntegral.integral_congr fun r _ => ?_
  dsimp only
  rw [← intervalIntegral.integral_const_mul]
  refine intervalIntegral.integral_congr fun x _ => ?_
  simp only [eval_mul, eval_pow, eval_X]
  ring

end

end AxialMomentFactor
```

Compiling this gives:

```
Main.lean:32:2: error: `dsimp` made no progress
```

Diagnosis. The message means that `dsimp only` found nothing to simplify, which Lean treats as an error. Without a list of lemmas or definitions to unfold, the tactic can still do such basic reductions as applying a `fun` to its argument. A step like this is often put after `intervalIntegral.integral_congr`, in case the two integrands are left as functions still applied to the variable, a form that could hinder the next `rw`. Here the goal for a fixed `r` had no such reduction left to make, so the tactic failed.

The diff deletes that line and changes nothing else. The next step, `rw [← intervalIntegral.integral_const_mul]`, works on the goal as it stands and takes the radial factor under the angular integral, and the rest of the proof goes through as written.

The repair, with which the file compiles:

```diff
@@ -30,5 +30,4 @@
   rw [← intervalIntegral.integral_mul_const]
   refine intervalIntegral.integral_congr fun r _ => ?_
-  dsimp only
   rw [← intervalIntegral.integral_const_mul]
   refine intervalIntegral.integral_congr fun x _ => ?_
```
